# Mean stress of a box in equilibrium without body force, from its surface tractions

## Stress, traction and the faces of a box

Everything takes place in a space of dimension $n+1$, so a solid has $n=2$. Indices run from $0$ to $n$, and $e_k$ is the unit vector along axis $k$. The body is the closed box

$$B=\{x : a_k\le x_k\le b_k \text{ for all } k\},$$

written `Icc a b` in Lean, with edges parallel to the axes.

```lean
import Mathlib

open MeasureTheory Matrix Set

namespace MeanStressTheorem

noncomputable section
```

A position is a tuple of $n+1$ real coordinates.

```lean
/-- Positions in a space of dimension `n + 1`; a solid has `n = 2`. -/
abbrev Point (n : ℕ) := Fin (n + 1) → ℝ
```

The stress $s$ is a matrix-valued function of position. No elastic law is attached to it, and symmetry is assumed only in part (e).

```lean
/-- A stress field assigns a square matrix to every position. -/
abbrev StressField (n : ℕ) := Point n → Matrix (Fin (n + 1)) (Fin (n + 1)) ℝ
```

The first index of $s_{ij}$ labels the force component and the second the normal. A surface element with normal $\nu$ therefore carries the traction $t_i=\sum_j s_{ij}\nu_j$. With $\nu$ pointing outward, tension is positive.

```lean
variable {n : ℕ} {a b : Point n} {s : StressField n}

/-- The traction `t = s ν` on a surface element with normal `ν`. -/
def traction (s : StressField n) (x ν : Point n) : Point n := s x *ᵥ ν
```

The divergence contracts the same second index: $(\operatorname{div}s)_i=\sum_j\partial_j s_{ij}$. In Lean, $\partial_j$ is the Fréchet derivative applied to $e_j$.

```lean
/-- The divergence of the stress, with components `∂_j s_ij`. -/
def stressDiv (s : StressField n) (x : Point n) : Point n :=
  fun i => ∑ j, fderiv ℝ (fun y => s y i j) x (Pi.single j 1)
```

Every component of $s$ is required to be continuously differentiable on some open set containing $B$. Physically this describes a body without cracks, singular dislocation lines or grain boundaries at which stress components jump.

```lean
/-- The stress is continuously differentiable on an open neighbourhood of the box. -/
def SmoothNear (a b : Point n) (s : StressField n) : Prop :=
  ∃ U : Set (Point n), IsOpen U ∧ Icc a b ⊆ U ∧
    ∀ i j, ContDiffOn ℝ 1 (fun x => s x i j) U
```

Equilibrium means static balance of forces with no gravity or other body force, so the divergence vanishes throughout $B$.

```lean
/-- Mechanical equilibrium without body force: `∂_j s_ij = 0` in the box. -/
def Equilibrated (a b : Point n) (s : StressField n) : Prop :=
  ∀ x ∈ Icc a b, stressDiv s x = 0
```

The outward normal is $e_k$ on the face $x_k=b_k$ and $-e_k$ on the face $x_k=a_k$. A point on an edge belongs to several faces and has several outward normals.

```lean
/-- For `x` in the box: `ν` is the outward unit normal of a face that contains `x`. -/
def IsOutwardNormal (a b x ν : Point n) : Prop :=
  ∃ k, (x k = b k ∧ ν = Pi.single k 1) ∨ (x k = a k ∧ ν = -Pi.single k 1)
```

A face is traction-free when nothing pulls or pushes on it. The next definition requires this of every face.

```lean
/-- No traction acts on any face of the box. -/
def TractionFree (a b : Point n) (s : StressField n) : Prop :=
  ∀ x ∈ Icc a b, ∀ ν, IsOutwardNormal a b x ν → traction s x ν = 0
```

To integrate over a face, the $k$-th coordinate is fixed at $c$ and the other $n$ coordinates $y$ vary.

```lean
/-- The point with `k`-th coordinate `c` and remaining coordinates `y`. -/
def facePoint (k : Fin (n + 1)) (c : ℝ) (y : Fin n → ℝ) : Point n :=
  Fin.insertNth (α := fun _ => ℝ) k c y
```

The surface integral $\oint g(x,\nu)\,dA$ is the sum of the integrals over both faces for each axis. The integrand may depend on the position and on the outward normal. For $n=0$ the box is an interval, and the integral is the sum of two endpoint values.

```lean
/-- The integral of `g x ν` over all faces of the box, `ν` being the outward normal. -/
def surfaceIntegral (a b : Point n) (g : Point n → Point n → ℝ) : ℝ :=
  ∑ k : Fin (n + 1),
    ((∫ y in Icc (fun j => a (k.succAbove j)) (fun j => b (k.succAbove j)),
        g (facePoint k (b k) y) (Pi.single k 1)) +
      ∫ y in Icc (fun j => a (k.succAbove j)) (fun j => b (k.succAbove j)),
        g (facePoint k (a k) y) (-Pi.single k 1))
```

## (a) Integrands that agree on the faces

**Task.** Let $a_k\le b_k$ for all $k$, and let $g(x,\nu)=g'(x,\nu)$ whenever $x\in B$ and $\nu$ is an outward normal at $x$. Show that

$$\oint g\,dA=\oint g'\,dA .$$

**Solution.** On the upper face of axis $k$, the integration point has $k$-th coordinate $b_k$, which lies in $[a_k,b_k]$, and its other coordinates lie in their own intervals. The point is therefore in $B$, and $e_k$ is an outward normal there, so the two integrands coincide. The same argument with $a_k$ and $-e_k$ covers the lower face. Summing over the faces gives the claim.

In the code, `hmem` shows that face points lie in the box, and `setIntegral_congr_fun` then compares the integrals face by face.

```lean
/-- Surface integrals agree when the integrands agree on the faces of the box. -/
theorem surfaceIntegral_congr (hab : a ≤ b) {g g' : Point n → Point n → ℝ}
    (h : ∀ x ∈ Icc a b, ∀ ν, IsOutwardNormal a b x ν → g x ν = g' x ν) :
    surfaceIntegral a b g = surfaceIntegral a b g' := by
  have hmem : ∀ (k : Fin (n + 1)) (c : ℝ) (y : Fin n → ℝ), a k ≤ c → c ≤ b k →
      y ∈ Icc (fun j => a (k.succAbove j)) (fun j => b (k.succAbove j)) →
      facePoint k c y ∈ Icc a b := by
    intro k c y h1 h2 hy
    constructor <;> intro i <;>
      rcases Fin.eq_self_or_eq_succAbove k i with hi | ⟨j, hi⟩ <;> rw [hi]
    · simpa [facePoint] using h1
    · simpa [facePoint] using hy.1 j
    · simpa [facePoint] using h2
    · simpa [facePoint] using hy.2 j
  unfold surfaceIntegral
  refine Finset.sum_congr rfl fun k _ => congrArg₂ (· + ·) ?_ ?_
  · exact setIntegral_congr_fun measurableSet_Icc fun y hy =>
      h _ (hmem k _ y (hab k) le_rfl hy) _ ⟨k, Or.inl ⟨by simp [facePoint], rfl⟩⟩
  · exact setIntegral_congr_fun measurableSet_Icc fun y hy =>
      h _ (hmem k _ y le_rfl (hab k) hy) _ ⟨k, Or.inr ⟨by simp [facePoint], rfl⟩⟩
```

## (b) Flux and divergence on a box

**Task.** Let $a_k\le b_k$ for all $k$, as in (a); this is also assumed in (c), (d) and (e). Let $F$ be a vector field that is continuously differentiable on an open set containing $B$. Show that

$$\oint \sum_j F_j\nu_j\,dA=\int_B\sum_j\partial_jF_j\,dV .$$

This is Gauss's theorem for a box with edges along the axes; curved bodies are not treated.

**Solution.** Integrate $\partial_kF_k$ first along axis $k$. The fundamental theorem of calculus gives

$$\int_B\partial_kF_k\,dV=\int\big[F_k(x_k=b_k,y)-F_k(x_k=a_k,y)\big]\,dy .$$

On the upper face $\nu=e_k$, so $\sum_jF_j\nu_j=F_k$. On the lower face $\nu=-e_k$, so the sum is $-F_k$. The right-hand side is thus the outward flux through the two faces normal to axis $k$. Summing over $k$ gives the result.

The Lean proof takes the integration step from Mathlib's divergence theorem for boxes (`key`), after supplying continuity, differentiability and integrability. The facts `e1` and `e2` evaluate the flux on the upper and lower faces.

```lean
/-- Gauss's theorem on a box: the outward flux of a continuously differentiable vector
field equals the volume integral of its divergence. -/
theorem gauss_box (hab : a ≤ b) {U : Set (Point n)} (hUo : IsOpen U) (hU : Icc a b ⊆ U)
    (F : Fin (n + 1) → Point n → ℝ) (hF : ∀ j, ContDiffOn ℝ 1 (F j) U) :
    surfaceIntegral a b (fun x ν => ∑ j, F j x * ν j) =
      ∫ x in Icc a b, ∑ j, fderiv ℝ (F j) x (Pi.single j 1) := by
  have key := integral_divergence_of_hasFDerivAt_off_countable' (hle := hab) (f := F)
    (f' := fun j x => fderiv ℝ (F j) x) (s := ∅) (hs := countable_empty)
    (Hc := fun j => (hF j).continuousOn.mono hU)
    (Hd := fun x hx j => (((hF j).differentiableOn (by simp)).differentiableAt
      (hUo.mem_nhds (hU ⟨fun i => (hx.1 i trivial).1.le,
        fun i => (hx.1 i trivial).2.le⟩))).hasFDerivAt)
    (Hi := ContinuousOn.integrableOn_compact isCompact_Icc
      (continuousOn_finsetSum _ fun j _ =>
        (((hF j).continuousOn_fderiv_of_isOpen hUo (by simp)).mono hU).clm_apply
          continuousOn_const))
  -- on the faces normal to axis `k` only the `k`-th component contributes
  have e1 : ∀ k x, ∑ j, F j x * (Pi.single k 1 : Point n) j = F k x := by
    intro k x; simp [Pi.single_apply]
  have e2 : ∀ k x, ∑ j, F j x * (-Pi.single k 1 : Point n) j = -F k x := by
    intro k x; simp [Pi.single_apply]
  simp only [surfaceIntegral, e1, e2, integral_neg, ← sub_eq_add_neg]
  exact key.symm
```

## (c) The first moment of the traction

**Task.** For a stress that is continuously differentiable near $B$, not necessarily in equilibrium, show for all $i$ and $m$ that

$$\oint t_i\,x_m\,dA=\int_B\big(s_{im}+(\operatorname{div}s)_i\,x_m\big)\,dV .$$

**Solution.** Fix $i$ and $m$, and apply (b) to $F_j=s_{ij}x_m$. Its flux density is

$$\sum_j s_{ij}x_m\nu_j=t_ix_m .$$

Since $\partial_jx_m=\delta_{jm}$, the product rule gives

$$\sum_j\partial_j(s_{ij}x_m)=\sum_j s_{ij}\delta_{jm}+x_m\sum_j\partial_js_{ij}=s_{im}+(\operatorname{div}s)_i\,x_m .$$

Here `e` rewrites the traction moment as a flux, `h` is the product rule, and `h3` carries out the sum over the Kronecker delta.

```lean
/-- For a continuously differentiable stress, the first moment of the surface traction equals the
volume integral of the stress plus the first moment of its divergence. -/
theorem traction_moment (hab : a ≤ b) (hs : SmoothNear a b s) (i m : Fin (n + 1)) :
    surfaceIntegral a b (fun x ν => traction s x ν i * x m) =
      ∫ x in Icc a b, (s x i m + stressDiv s x i * x m) := by
  obtain ⟨U, hUo, hU, hC⟩ := hs
  have e : (fun x ν : Point n => traction s x ν i * x m) =
      fun x ν => ∑ j, (s x i j * x m) * ν j := by
    funext x ν
    simp only [traction, Matrix.mulVec, dotProduct, Finset.sum_mul]
    exact Finset.sum_congr rfl fun j _ => by ring
  have hx : ContDiff ℝ 1 (fun x : Point n => x m) := by fun_prop
  rw [e, gauss_box hab hUo hU (fun j x => s x i j * x m)
    (fun j => (hC i j).mul hx.contDiffOn)]
  refine setIntegral_congr_fun measurableSet_Icc fun x hxm => ?_
  -- product rule for `∂_j (s_ij x_m)`
  have h : ∀ j, fderiv ℝ (fun y => s y i j * y m) x (Pi.single j 1) =
      s x i j * (Pi.single j 1 : Point n) m +
        x m * fderiv ℝ (fun y => s y i j) x (Pi.single j 1) := by
    intro j
    have hd := (((hC i j).differentiableOn (by simp)).differentiableAt
      (hUo.mem_nhds (hU hxm))).hasFDerivAt
    have hp := (ContinuousLinearMap.proj (R := ℝ)
      (φ := fun _ : Fin (n + 1) => ℝ) m).hasFDerivAt (x := x)
    have h2 : fderiv ℝ (fun y => s y i j * y m) x = _ := (hd.mul hp).fderiv
    rw [h2]
    simp
  have h3 : ∑ j, s x i j * (Pi.single j 1 : Point n) m = s x i m := by
    simp [Pi.single_apply]
  simp only [h, Finset.sum_add_distrib, h3, stressDiv, ← Finset.mul_sum]
  ring
```

## (d) The stress integral in equilibrium

**Task.** Now let the stress also be in equilibrium without body force. Show that

$$\int_B s_{ij}\,dV=\oint t_i\,x_j\,dA .$$

**Solution.** Take $m=j$ in (c). The divergence vanishes at every point of $B$, so the second term of the volume integrand is zero and only $s_{ij}$ remains.

The proof rewrites with `traction_moment` and removes the divergence term pointwise using `he`.

```lean
/-- For a continuously differentiable stress in a box, in equilibrium without body force, the volume
integral of `s_ij` equals the surface integral of `t_i x_j`. -/
theorem integral_stress_eq_traction_moment (hab : a ≤ b) (hs : SmoothNear a b s)
    (he : Equilibrated a b s) (i j : Fin (n + 1)) :
    ∫ x in Icc a b, s x i j =
      surfaceIntegral a b (fun x ν => traction s x ν i * x j) := by
  rw [traction_moment hab hs i j]
  exact setIntegral_congr_fun measurableSet_Icc fun x hx => by simp [he x hx]
```

## (e) Torque of the surface tractions

**Task.** Let the stress in (d) also be symmetric in $B$. Show that

$$\oint t_i\,x_j\,dA=\oint t_j\,x_i\,dA .$$

**Solution.** By (d), the left side is $\int_Bs_{ij}\,dV$ and the right side is $\int_Bs_{ji}\,dV$. These agree because $s_{ij}=s_{ji}$ at every point of $B$. In three dimensions the differences $\oint(x_jt_i-x_it_j)\,dA$ are, up to sign, the components of the torque $\oint x\times t\,dA$ about the origin, which therefore vanishes.

The code uses (d) once for each side, then the symmetry of the matrix at each point.

```lean
/-- For a continuously differentiable, symmetric stress in equilibrium without body force, the first
moments of the surface traction are symmetric in their two indices. -/
theorem traction_moment_symm (hab : a ≤ b) (hs : SmoothNear a b s)
    (he : Equilibrated a b s) (hsym : ∀ x ∈ Icc a b, (s x).IsSymm) (i j : Fin (n + 1)) :
    surfaceIntegral a b (fun x ν => traction s x ν i * x j) =
      surfaceIntegral a b (fun x ν => traction s x ν j * x i) := by
  rw [← integral_stress_eq_traction_moment hab hs he,
    ← integral_stress_eq_traction_moment hab hs he]
  exact setIntegral_congr_fun measurableSet_Icc fun x hx => (hsym x hx).apply j i
```

## (f) Loading by the tractions of a constant stress

**Task.** Let $a_k<b_k$ for all $k$, so that the volume $V$ of $B$ is positive. Let $s$ be as in (d), and let its traction on every face be $t=T\nu$ with a constant matrix $T$. Show that

$$\frac1V\int_Bs_{ij}\,dV=T_{ij}.$$

**Solution.** The constant field $T$ is smooth, has zero divergence and produces the same surface tractions as $s$. Applying (d) to both fields gives

$$\int_Bs_{ij}\,dV=\oint (T\nu)_i\,x_j\,dA=\int_BT_{ij}\,dV=V\,T_{ij}.$$

Division by $V$ finishes the argument. For $n\ge1$ the stress inside may vary from point to point, but its average is always $T$. For static continuum simulations of a box-shaped sample with smooth stress, no body force and surface tractions of this form, this provides a check of the computed average against the applied load.

In Lean, `hc` and `hce` establish smoothness and equilibrium of the constant field. Part (a) identifies the two surface integrals, `h0` says that the volume is non-zero, and `⨍` denotes the volume average.

```lean
/-- If the surface tractions are those of a constant stress `T`, the volume average of a
continuously differentiable equilibrium stress in the box is `T`. -/
theorem mean_stress_of_uniform_loading (hab : ∀ k, a k < b k) (hs : SmoothNear a b s)
    (he : Equilibrated a b s) (T : Matrix (Fin (n + 1)) (Fin (n + 1)) ℝ)
    (hT : ∀ x ∈ Icc a b, ∀ ν, IsOutwardNormal a b x ν → traction s x ν = T *ᵥ ν)
    (i j : Fin (n + 1)) : ⨍ x in Icc a b, s x i j = T i j := by
  have hle : a ≤ b := fun k => (hab k).le
  -- the constant field `T` is itself in equilibrium and has the same surface moment
  have hc : SmoothNear a b (fun _ => T) :=
    ⟨univ, isOpen_univ, subset_univ _, fun _ _ => contDiffOn_const⟩
  have hce : Equilibrated a b (fun _ => T) := by
    intro x _
    funext i
    simp [stressDiv]
  have h : ∫ x in Icc a b, s x i j = ∫ _x in Icc a b, T i j := by
    rw [integral_stress_eq_traction_moment hle hs he,
      integral_stress_eq_traction_moment hle hc hce]
    refine surfaceIntegral_congr hle fun x hx ν hν => ?_
    rw [hT x hx ν hν]
    rfl
  have h0 : volume (Icc a b) ≠ 0 := by
    rw [Real.volume_Icc_pi]
    exact Finset.prod_ne_zero_iff.mpr fun k _ => by simpa using hab k
  rw [setAverage_eq, h, ← setAverage_eq]
  exact setAverage_const h0 isCompact_Icc.measure_lt_top.ne _
```

## (g) Residual stress with free faces

**Task.** Let $s$ be continuously differentiable near $B$ and in equilibrium without body force, with no traction on any face. Show for all $i$ and $j$ that

$$\int_Bs_{ij}\,dV=0 .$$

**Solution.** By (d), the integral equals $\oint t_ix_j\,dA$. Since $t=0$ on every face, the integrand is zero there, and so is the surface integral. If the box has positive volume, dividing by it shows that the mean stress is zero.

For $n\ge1$ the stress itself need not vanish. By continuity, a component that is non-zero somewhere in a box of positive volume must take both signs. For each normal component that is not identically zero, tension in one region is therefore balanced by compression in another.

The Lean statement does not require $a\le b$. When that condition fails, the box is empty and the integral is zero at once; otherwise the proof combines (d) with (a), comparing the traction moment with the zero integrand.

```lean
/-- Every component of a continuously differentiable stress, in equilibrium without body force and
with traction-free faces, integrates to zero over the box. -/
theorem residual_stress_integral_zero (hs : SmoothNear a b s) (he : Equilibrated a b s)
    (hf : TractionFree a b s) (i j : Fin (n + 1)) : ∫ x in Icc a b, s x i j = 0 := by
  by_cases hab : a ≤ b
  · rw [integral_stress_eq_traction_moment hab hs he,
      surfaceIntegral_congr hab (g' := fun _ _ => 0)
        fun x hx ν hν => by simp [hf x hx ν hν]]
    simp [surfaceIntegral]
  · simp [Icc_eq_empty hab]

end

end MeanStressTheorem
```

```lean
#print axioms MeanStressTheorem.integral_stress_eq_traction_moment
#print axioms MeanStressTheorem.traction_moment_symm
#print axioms MeanStressTheorem.mean_stress_of_uniform_loading
#print axioms MeanStressTheorem.residual_stress_integral_zero
```

```
'MeanStressTheorem.integral_stress_eq_traction_moment' depends on axioms: [propext, Classical.choice, Quot.sound]
'MeanStressTheorem.traction_moment_symm' depends on axioms: [propext, Classical.choice, Quot.sound]
'MeanStressTheorem.mean_stress_of_uniform_loading' depends on axioms: [propext, Classical.choice, Quot.sound]
'MeanStressTheorem.residual_stress_integral_zero' depends on axioms: [propext, Classical.choice, Quot.sound]
```
